# Hall–Post bound for finite pair Hamiltonians: subsystem ground energies bound the full one from below

A variational calculation on a few-body system gives an upper bound on the ground energy. On its own it does not say how far below the trial energy the true value may lie. For three or more particles and a Hamiltonian that is a sum of real symmetric pair matrices, a lower bound follows from the ground energies of the subsystems with one particle removed. It concerns the finite matrix model, not the continuum problem that the matrix may approximate.

## Energies and Hamiltonians

```lean
import Mathlib

open Matrix

namespace HallPostSubsystem

noncomputable section

variable {n : Type*} [Fintype n] [DecidableEq n] {N : ℕ}
```

The type `n` labels the basis states of one finite-dimensional real space on which all operators act, and `N` is the number of particles. Lean's `Fin N` numbers them $0,\dots,N-1$.

```lean
/-- The energy levels of a real matrix Hamiltonian: its real eigenvalues. -/
def energyLevels (A : Matrix n n ℝ) : Set ℝ :=
  {μ | ∃ v : n → ℝ, v ≠ 0 ∧ A *ᵥ v = μ • v}
```

A real number $\mu$ is an energy level of $A$ if $Av=\mu v$ for some nonzero real vector $v$. The symbol `*ᵥ` is matrix times vector, and `•` is multiplication by a scalar.

```lean
/-- The ground energy: the infimum of the energy levels. -/
def groundEnergy (A : Matrix n n ℝ) : ℝ := sInf (energyLevels A)
```

The ground energy $E(A)$ is the infimum of the levels. For symmetric matrices it is shown below to be a true minimum.

```lean
/-- The full Hamiltonian: the sum of the pair operators over all pairs `i < j`. -/
def total (h : Fin N → Fin N → Matrix n n ℝ) : Matrix n n ℝ :=
  ∑ p : Fin N × Fin N with p.1 < p.2, h p.1 p.2
```

This is $H=\sum_{i<j}h_{ij}$. Each pair has its own matrix, so the particles may all be different. No exchange symmetry is imposed: if the space is the full product space of identical fermions, $E(H)$ may lie below the energy of the lowest antisymmetric state. Entries of `h` with $i\ge j$ are never used.

```lean
/-- The Hamiltonian of the subsystem without particle `k`: the sum over pairs avoiding `k`. -/
def subsystem (h : Fin N → Fin N → Matrix n n ℝ) (k : Fin N) : Matrix n n ℝ :=
  ∑ p : Fin N × Fin N with p.1 < p.2 ∧ p.1 ≠ k ∧ p.2 ≠ k, h p.1 p.2
```

This is $H_k$, the sum over pairs $i<j$ with $i\neq k$ and $j\neq k$. It still acts on the full space. If each $h_{ij}$ acts only on particles $i$ and $j$, then particle $k$ is a spectator; the definition does not require this, and the proofs do not use it.

## The ground energy as a minimum

```lean
omit [Fintype n] [DecidableEq n] in
lemma isHermitian_of_isSymm {A : Matrix n n ℝ} (hA : A.IsSymm) : A.IsHermitian := by
  rw [Matrix.IsHermitian, Matrix.conjTranspose_eq_transpose_of_trivial]
  exact hA
```

A real symmetric matrix is Hermitian, which gives access to Mathlib's spectral theorem.

```lean
lemma eigenvalue_mem {A : Matrix n n ℝ} (hA : A.IsHermitian) (i : n) :
    hA.eigenvalues i ∈ energyLevels A := by
  refine ⟨(hA.eigenvectorBasis i).ofLp, ?_, hA.mulVec_eigenvectorBasis i⟩
  intro h
  apply hA.eigenvectorBasis.orthonormal.ne_zero i
  ext j
  exact congrFun h j
```

Each eigenvalue listed by the spectral theorem is an energy level, because its basis eigenvector has unit length and so is nonzero.

```lean
/-- The ground energy of a real symmetric Hamiltonian is its least eigenvalue. -/
theorem isLeast_groundEnergy [Nonempty n] {A : Matrix n n ℝ} (hA : A.IsSymm) :
    IsLeast (energyLevels A) (groundEnergy A) := by
  have hH := isHermitian_of_isSymm hA
  obtain ⟨i, hi⟩ := Finite.exists_min hH.eigenvalues
  have key : IsLeast (energyLevels A) (hH.eigenvalues i) := by
    refine ⟨eigenvalue_mem hH i, ?_⟩
    rintro μ ⟨v, hv, hAv⟩
    -- an eigenvector makes `μ - A` singular, so `μ` is in the spectrum
    have hs : μ ∈ spectrum ℝ A := by
      rw [spectrum.mem_iff]
      rintro ⟨u, hu⟩
      apply hv
      have h0 : (u : Matrix n n ℝ) *ᵥ v = 0 := by
        rw [hu, Matrix.sub_mulVec, hAv, Algebra.algebraMap_eq_smul_one,
          Matrix.smul_mulVec, Matrix.one_mulVec, sub_self]
      calc v = ((↑u⁻¹ : Matrix n n ℝ) * (u : Matrix n n ℝ)) *ᵥ v := by
            rw [Units.inv_mul, Matrix.one_mulVec]
        _ = 0 := by rw [← Matrix.mulVec_mulVec, h0, Matrix.mulVec_zero]
    rw [hH.spectrum_real_eq_range_eigenvalues] at hs
    obtain ⟨j, rfl⟩ := hs
    exact hi j
  rw [groundEnergy, key.csInf_eq]
  exact key
```

For symmetric $A$ on a space of nonzero dimension (`Nonempty n`), $E(A)$ is an energy level and no level lies below it.

By hand: the spectral theorem gives a finite list of eigenvalues, which has a smallest member. If $Av=\mu v$ with $v\neq0$, then $(\mu-A)v=0$, so $\mu-A$ has no inverse and $\mu$ is in the spectrum. The spectrum is exactly the list, so $\mu$ is at least its smallest member. The inner block `hs` carries out the singularity argument by applying a supposed inverse to $(\mu-A)v=0$.

## The variational principle

```lean
lemma posSemidef_sub_groundEnergy [Nonempty n] {A : Matrix n n ℝ} (hA : A.IsSymm) :
    (A - groundEnergy A • (1 : Matrix n n ℝ)).PosSemidef := by
  have hB : (A - groundEnergy A • (1 : Matrix n n ℝ)).IsHermitian :=
    isHermitian_of_isSymm (by
      rw [Matrix.IsSymm, Matrix.transpose_sub, Matrix.transpose_smul,
        Matrix.transpose_one, hA.eq])
  rw [hB.posSemidef_iff_eigenvalues_nonneg]
  intro i
  obtain ⟨v, hv, h⟩ := eigenvalue_mem hB i
  rw [Matrix.sub_mulVec, Matrix.smul_mulVec, Matrix.one_mulVec] at h
  have hmem : hB.eigenvalues i + groundEnergy A ∈ energyLevels A :=
    ⟨v, hv, by rw [add_smul, ← h, sub_add_cancel]⟩
  have hle := (isLeast_groundEnergy hA).2 hmem
  show 0 ≤ hB.eigenvalues i
  linarith
```

For symmetric $A$, the matrix $A-E(A)$ is positive semidefinite. If $\lambda$ is one of its eigenvalues, then $Av=(\lambda+E(A))v$ for some $v\neq0$. Hence $\lambda+E(A)\ge E(A)$, and $\lambda\ge0$.

```lean
/-- Variational principle: for every real vector `v`, the ground energy times `v ⬝ᵥ v` is at most `v
⬝ᵥ A *ᵥ v`. -/
theorem groundEnergy_le_expectation [Nonempty n] {A : Matrix n n ℝ} (hA : A.IsSymm)
    (v : n → ℝ) : groundEnergy A * (v ⬝ᵥ v) ≤ v ⬝ᵥ A *ᵥ v := by
  have h := (posSemidef_sub_groundEnergy hA).dotProduct_mulVec_nonneg v
  rw [star_trivial, Matrix.sub_mulVec, Matrix.smul_mulVec, Matrix.one_mulVec,
    dotProduct_sub, dotProduct_smul, smul_eq_mul] at h
  linarith
```

For symmetric $A$, positivity gives $v^T(A-E(A))v\ge0$, that is, $E(A)\,v^Tv\le v^TAv$. For $v\neq0$ this is the familiar $E(A)\le v^TAv/v^Tv$. Lean writes the dot product as `⬝ᵥ` and leaves $v$ unnormalised.

```lean
/-- A trial vector that attains the variational bound satisfies the eigenvalue equation
at the ground energy. -/
theorem eigenvector_of_expectation_eq [Nonempty n] {A : Matrix n n ℝ} (hA : A.IsSymm)
    {v : n → ℝ} (hv : groundEnergy A * (v ⬝ᵥ v) = v ⬝ᵥ A *ᵥ v) :
    A *ᵥ v = groundEnergy A • v := by
  have h := ((posSemidef_sub_groundEnergy hA).dotProduct_mulVec_zero_iff v).1 (by
    rw [star_trivial, Matrix.sub_mulVec, Matrix.smul_mulVec, Matrix.one_mulVec,
      dotProduct_sub, dotProduct_smul, smul_eq_mul]
    linarith)
  rw [Matrix.sub_mulVec, Matrix.smul_mulVec, Matrix.one_mulVec] at h
  exact sub_eq_zero.1 h
```

If $A$ is symmetric and the bound is attained, $v$ satisfies $Av=E(A)v$. Put $B=A-E(A)$ and expand $v$ in orthonormal eigenvectors of $B$, with coefficients $c_a$ and eigenvalues $\lambda_a\ge0$. Then $0=v^TBv=\sum_a\lambda_ac_a^2$, so every $\lambda_ac_a$ vanishes and $Bv=0$. Mathlib supplies this step as `dotProduct_mulVec_zero_iff`.

## Counting the pairs

```lean
omit [Fintype n] [DecidableEq n] in
/-- The subsystem Hamiltonians add up to `N - 2` times the full Hamiltonian. -/
theorem sum_subsystem (h : Fin N → Fin N → Matrix n n ℝ) :
    ∑ k, subsystem h k = ((N : ℝ) - 2) • total h := by
  simp only [subsystem, total, Finset.sum_filter]
  rw [Finset.sum_comm, Finset.smul_sum]
  refine Finset.sum_congr rfl fun p _ => ?_
  by_cases hp : p.1 < p.2
  · -- a pair is lost only when one of its two members is removed
    have hterm : ∀ k, (if p.1 < p.2 ∧ p.1 ≠ k ∧ p.2 ≠ k then h p.1 p.2 else 0)
        = h p.1 p.2 - (if p.1 = k then h p.1 p.2 else 0)
          - (if p.2 = k then h p.1 p.2 else 0) := by
      intro k
      by_cases h1 : p.1 = k
      · have h2 : p.2 ≠ k := fun h2 => hp.ne (h1.trans h2.symm)
        simp [h1, h2]
      · by_cases h2 : p.2 = k
        · simp [h1, h2]
        · simp [hp, h1, h2]
    rw [Finset.sum_congr rfl fun k _ => hterm k]
    simp only [Finset.sum_sub_distrib, Finset.sum_ite_eq, Finset.mem_univ, ↓reduceIte,
      Finset.sum_const, Finset.card_univ, Fintype.card_fin, if_pos hp]
    rw [← Nat.cast_smul_eq_nsmul ℝ]
    module
  · simp [hp]
```

The identity is $\sum_kH_k=(N-2)H$. The pair $(i,j)$ is missing from $H_i$ and $H_j$ and present in the other $N-2$ subsystems.

Lean exchanges the sums over $k$ and over pairs. For a fixed pair, `hterm` writes the contribution as $h_{ij}$, minus $h_{ij}$ if $i=k$, minus $h_{ij}$ if $j=k$. Summing over $k$ gives $Nh_{ij}-h_{ij}-h_{ij}$.

```lean
omit [DecidableEq n] in
lemma sum_expectation (h : Fin N → Fin N → Matrix n n ℝ) (v : n → ℝ) :
    ((N : ℝ) - 2) * (v ⬝ᵥ total h *ᵥ v) = ∑ k, v ⬝ᵥ subsystem h k *ᵥ v := by
  let φ : Matrix n n ℝ →+ ℝ :=
    { toFun := fun M => v ⬝ᵥ M *ᵥ v
      map_zero' := by simp
      map_add' := fun A B => by rw [Matrix.add_mulVec, dotProduct_add] }
  have e := map_sum φ (subsystem h) Finset.univ
  rw [sum_subsystem] at e
  change v ⬝ᵥ (((N : ℝ) - 2) • total h) *ᵥ v = ∑ k, v ⬝ᵥ subsystem h k *ᵥ v at e
  rwa [Matrix.smul_mulVec, dotProduct_smul, smul_eq_mul] at e
```

Taking expectations gives $(N-2)\,v^THv=\sum_kv^TH_kv$. The map `φ` records that $M\mapsto v^TMv$ is additive, so it passes through the sum.

```lean
omit [Fintype n] [DecidableEq n] in
lemma total_isSymm {h : Fin N → Fin N → Matrix n n ℝ}
    (hh : ∀ i j, i < j → (h i j).IsSymm) : (total h).IsSymm := by
  rw [Matrix.IsSymm, total, Matrix.transpose_sum]
  exact Finset.sum_congr rfl fun p hp => hh p.1 p.2 (Finset.mem_filter.1 hp).2
```

$H$ is symmetric because each of its terms is. The hypothesis `hh` asks for symmetry only when $i<j$.

```lean
omit [Fintype n] [DecidableEq n] in
lemma subsystem_isSymm {h : Fin N → Fin N → Matrix n n ℝ}
    (hh : ∀ i j, i < j → (h i j).IsSymm) (k : Fin N) : (subsystem h k).IsSymm := by
  rw [Matrix.IsSymm, subsystem, Matrix.transpose_sum]
  exact Finset.sum_congr rfl fun p hp => hh p.1 p.2 (Finset.mem_filter.1 hp).2.1
```

The same holds for each $H_k$.

```lean
omit [DecidableEq n] in
lemma normSq_pos {v : n → ℝ} (hv : v ≠ 0) : 0 < v ⬝ᵥ v :=
  lt_of_le_of_ne (Finset.sum_nonneg fun i _ => mul_self_nonneg (v i))
    (Ne.symm fun h => hv (dotProduct_self_eq_zero.1 h))
```

A nonzero real vector has $v^Tv>0$, which allows division by this factor.

## The bound and its equality case

```lean
/-- Hall-Post subsystem bound: `N - 2` times the ground energy of the full system is at least
the sum of the ground energies of the subsystems with one particle removed. -/
theorem hall_post_bound [Nonempty n] {h : Fin N → Fin N → Matrix n n ℝ}
    (hh : ∀ i j, i < j → (h i j).IsSymm) :
    ∑ k, groundEnergy (subsystem h k) ≤ ((N : ℝ) - 2) * groundEnergy (total h) := by
  -- use the ground vector of the full system as a trial vector for every subsystem
  obtain ⟨v, hv, hHv⟩ := (isLeast_groundEnergy (total_isSymm hh)).1
  have hsum := sum_expectation h v
  rw [hHv, dotProduct_smul, smul_eq_mul] at hsum
  refine le_of_mul_le_mul_right ?_ (normSq_pos hv)
  rw [Finset.sum_mul, mul_assoc, hsum]
  exact Finset.sum_le_sum fun k _ => groundEnergy_le_expectation (subsystem_isSymm hh k) v
```

For symmetric pair matrices, the statement is
$$\sum_kE(H_k)\le(N-2)E(H).$$
Let $v$ be a ground vector of $H$. Then
$$(N-2)E(H)\,v^Tv=(N-2)\,v^THv=\sum_kv^TH_kv\ge\sum_kE(H_k)\,v^Tv,$$
and dividing by $v^Tv$ finishes the argument. The proof follows this line: `hsum` holds the equalities, and `Finset.sum_le_sum` applies the variational principle to each subsystem.

No lower limit on $N$ is assumed. For $N\le2$ all the Hamiltonians $H_k$ vanish and both sides are zero. The smallest informative case is $N=3$, where each subsystem is a single pair:
$$E(h_{01})+E(h_{02})+E(h_{12})\le E(H).$$

```lean
/-- For at least two particles, the Hall-Post bound is an equality exactly when a single nonzero
vector is a ground vector of every subsystem Hamiltonian. -/
theorem hall_post_eq_iff [Nonempty n] {h : Fin N → Fin N → Matrix n n ℝ}
    (hh : ∀ i j, i < j → (h i j).IsSymm) (hN : 2 ≤ N) :
    ∑ k, groundEnergy (subsystem h k) = ((N : ℝ) - 2) * groundEnergy (total h) ↔
      ∃ v : n → ℝ, v ≠ 0 ∧ ∀ k, subsystem h k *ᵥ v = groundEnergy (subsystem h k) • v := by
  constructor
  · intro heq
    obtain ⟨v, hv, hHv⟩ := (isLeast_groundEnergy (total_isSymm hh)).1
    have hsum := sum_expectation h v
    rw [hHv, dotProduct_smul, smul_eq_mul, ← mul_assoc, ← heq, Finset.sum_mul] at hsum
    -- equal sums of termwise ordered quantities are equal term by term
    have hk := (Finset.sum_eq_sum_iff_of_le fun k _ =>
      groundEnergy_le_expectation (subsystem_isSymm hh k) v).1 hsum
    exact ⟨v, hv, fun k =>
      eigenvector_of_expectation_eq (subsystem_isSymm hh k) (hk k (Finset.mem_univ k))⟩
  · rintro ⟨v, hv, hk⟩
    refine le_antisymm (hall_post_bound hh) ?_
    refine le_of_mul_le_mul_right ?_ (normSq_pos hv)
    have hN' : (0 : ℝ) ≤ (N : ℝ) - 2 := by
      have : (2 : ℝ) ≤ N := by exact_mod_cast hN
      linarith
    calc ((N : ℝ) - 2) * groundEnergy (total h) * (v ⬝ᵥ v)
        = ((N : ℝ) - 2) * (groundEnergy (total h) * (v ⬝ᵥ v)) := mul_assoc _ _ _
      _ ≤ ((N : ℝ) - 2) * (v ⬝ᵥ total h *ᵥ v) :=
          mul_le_mul_of_nonneg_left (groundEnergy_le_expectation (total_isSymm hh) v) hN'
      _ = ∑ k, v ⬝ᵥ subsystem h k *ᵥ v := sum_expectation h v
      _ = (∑ k, groundEnergy (subsystem h k)) * (v ⬝ᵥ v) := by
          rw [Finset.sum_mul]
          refine Finset.sum_congr rfl fun k _ => ?_
          rw [hk k, dotProduct_smul, smul_eq_mul]
```

For symmetric pair matrices and $N\ge2$, equality holds exactly when one nonzero vector is a ground vector of every $H_k$.

Suppose equality holds, and let $v$ be a ground vector of $H$. The sums of $E(H_k)\,v^Tv$ and $v^TH_kv$ then agree. Since they are ordered term by term, each pair of terms agrees, and the attained variational bound makes $v$ a ground vector of each $H_k$.

Conversely, for a common ground vector $v$,
$$(N-2)E(H)\,v^Tv\le(N-2)\,v^THv=\sum_kv^TH_kv=\sum_kE(H_k)\,v^Tv.$$
This is the reverse inequality; its first step uses $N-2\ge0$.

## Negative energy and the place of kinetic terms

```lean
/-- If a system of at least three particles has negative ground energy, then so does some
subsystem with one particle removed. -/
theorem exists_subsystem_neg [Nonempty n] {h : Fin N → Fin N → Matrix n n ℝ}
    (hh : ∀ i j, i < j → (h i j).IsSymm) (hN : 3 ≤ N) (hE : groundEnergy (total h) < 0) :
    ∃ k, groundEnergy (subsystem h k) < 0 := by
  by_contra hcon
  have hnn : ∀ k, 0 ≤ groundEnergy (subsystem h k) := fun k =>
    not_lt.1 fun hk => hcon ⟨k, hk⟩
  have hs : 0 ≤ ∑ k, groundEnergy (subsystem h k) := Finset.sum_nonneg fun k _ => hnn k
  have hN' : (0 : ℝ) < (N : ℝ) - 2 := by
    have : (3 : ℝ) ≤ N := by exact_mod_cast hN
    linarith
  have hneg := mul_neg_of_pos_of_neg hN' hE
  linarith [hall_post_bound hh]

end

end HallPostSubsystem
```

For symmetric pair matrices and $N\ge3$, if $E(H)<0$ then some $E(H_k)<0$. Otherwise $\sum_kE(H_k)\ge0$, while $(N-2)E(H)<0$, contradicting the bound. For $N=2$ the claim fails: $h_{01}=-1$ gives $E(H)=-1$, but both subsystems have energy zero. Negative energy here means below a chosen zero; a finite matrix has no continuum threshold that would define binding.

Hall–Post inequalities are usually applied to particles moving in space, with the kinetic energy shared among the pairs. Here any such sharing must already be contained in $h_{ij}$. A different model would keep one-body terms $t_i$ separate, with $H_k$ retaining $t_i$ in full for every $i\neq k$. Each $t_i$ then survives $N-1$ removals instead of $N-2$, and the bound can fail. With $N=3$, a one-dimensional space, $t_i=1$ and pair terms $-2$, one finds $E(H)=3-6=-3$, while every $E(H_k)=2-2=0$. Putting $(t_i+t_j)/(N-1)$ into each pair operator restores the bound, but the subsystems then carry their one-body terms reduced by the factor $(N-2)/(N-1)$, which is one half for $N=3$.

```lean
#print axioms HallPostSubsystem.hall_post_bound
-- 'HallPostSubsystem.hall_post_bound' depends on axioms: [propext, Classical.choice, Quot.sound]
#print axioms HallPostSubsystem.hall_post_eq_iff
-- 'HallPostSubsystem.hall_post_eq_iff' depends on axioms: [propext, Classical.choice, Quot.sound]
#print axioms HallPostSubsystem.exists_subsystem_neg
-- 'HallPostSubsystem.exists_subsystem_neg' depends on axioms: [propext, Classical.choice, Quot.sound]
```
